# A quartic form with weights a on the [100] axes and b on the [111] axes is isotropic exactly when 9a = 8b

## Two directions fix the ratio

Let \(e_i\) be the three [100] unit axes, \(n_j\) the four [111] unit axes, and

\[
Q(k)=a\sum_{i=0}^{2}(e_i\cdot k)^4+b\sum_{j=0}^{3}(n_j\cdot k)^4 .
\]

Take unit wave vectors along a cube edge and along a body diagonal. The edge has component \(\pm1/\sqrt3\) on every \(n_j\). The diagonal has component \(1\) on its own axis and \(\pm1/3\) on the other three. Hence

\[
Q_{\text{edge}}=a+\tfrac49 b,\qquad Q_{\text{diag}}=\tfrac13 a+\tfrac{28}{27}b .
\]

The [100] sum is larger along the edge, the [111] sum along the diagonal. The two values agree only if \(9a=8b\).

## The same ratio suffices in every direction

Write \(k=(k_0,k_1,k_2)\), \(S=k_0^4+k_1^4+k_2^4\) and \(P=k_0^2k_1^2+k_0^2k_2^2+k_1^2k_2^2\), so that \(|k|^4=S+2P\). The [100] sum is \(S\). In the [111] sum, terms with odd powers cancel over the four sign patterns, which leaves

\[
\sum_j(n_j\cdot k)^4=\tfrac19(4S+24P)=\tfrac43|k|^4-\tfrac89S .
\]

Therefore

\[
Q(k)=\tfrac{4b}{3}|k|^4+\left(a-\tfrac{8b}{9}\right)S,
\]

and the anisotropic term vanishes when \(9a=8b\).

## Valleys with a full quartic dispersion

Take one valley per axis. Let \(k\) be measured from each valley's centre, and let the fourth-order part of the dispersion of a valley with axis \(n\) be \(u|k|^4+v|k|^2(n\cdot k)^2+w(n\cdot k)^4\), with primed coefficients for the [111] valleys. Since \(\sum_i(e_i\cdot k)^2=|k|^2\) and \(\sum_j(n_j\cdot k)^2=\tfrac43|k|^2\), the total is

\[
\left(3u+v+4u'+\tfrac43v'\right)|k|^4+w\sum_i(e_i\cdot k)^4+w'\sum_j(n_j\cdot k)^4 .
\]

It is isotropic exactly when \(9w=8w'\). So only \(w\) and \(w'\) can leave a cubic anisotropy in the valley sum. This sum adds the quartic terms of different valleys at the same offset \(k\); it is not the dispersion of a band. If an axis carries a pair of valleys \(\pm n\), its coefficients count twice. Axial symmetry is an assumption of the model: cubic symmetry alone also allows fourfold or trigonal warping terms about these axes.

## No ratio works at sixth order

With sixth powers, the same two directions give \(a+\tfrac{4}{27}b\) and \(\tfrac19a+\tfrac{244}{243}b\). Equality requires \(27a=26b\), while the quartic condition gives \(27a=24b\). Both hold only for \(a=b=0\), which is what the last theorem of the file states. The condition \(27a=26b\) is necessary but not sufficient for an isotropic sextic form: along a face diagonal the form is \(\tfrac14a+\tfrac{16}{27}b\), and equality with the edge requires \(27a=16b\). So the sextic form alone is already anisotropic unless \(a=b=0\); the file does not prove this stronger statement.

## Unnormalised axes and [110] axes

The unit length of the axes matters. With the four bare vectors \((1,1,1)\), \((1,1,-1)\), \((1,-1,1)\), \((-1,1,1)\) as diagonals and \(a=8\), \(b=9\), the quartic form is \(44\) along the edge but \(260/3\) along the diagonal.

The same expansion treats the six [110] unit axes, whose quartic sum is \(\tfrac32|k|^4-\tfrac12S\). With weight \(a\) on [100] and \(c\) on [110], isotropy means \(2a=c\). The file contains no theorem on these axes.

## How the statement reads in Lean

A wave vector is a function `Fin 3 → ℝ`, and `k ⬝ᵥ k` is its squared Euclidean length. `cubicForm a b 4` is \(Q\), with arbitrary real weights, negative ones included. `IsIsotropic m f` says that one constant \(C\) satisfies \(f(k)=C|k|^{2m}\) for all \(k\); \(C=0\) is allowed. The main theorem, `quartic_isotropic_iff`, states the equivalence with `9 * a = 8 * b`.

The dispersions are postulated polynomials: they are not derived from a band Hamiltonian, and there is no coupling between valleys.

```lean
import Mathlib

open Matrix

namespace QuarticValleyAnisotropy

noncomputable section

/-- The three [100] unit axes. -/
def axis100 : Fin 3 → Fin 3 → ℝ := ![![1, 0, 0], ![0, 1, 0], ![0, 0, 1]]

/-- The four body diagonals of the cube, not yet normalised. -/
def diagonal : Fin 4 → Fin 3 → ℝ :=
  ![![1, 1, 1], ![1, 1, -1], ![1, -1, 1], ![-1, 1, 1]]

/-- The four [111] unit axes. -/
def axis111 (i : Fin 4) : Fin 3 → ℝ := (Real.sqrt 3)⁻¹ • diagonal i

/-- The sum over a family of axis vectors `n i` of the `p`-th power of the dot product of `n i` with
`k`. For unit vectors this is the component of `k` along the axis. -/
def valleySum {m : ℕ} (n : Fin m → Fin 3 → ℝ) (p : ℕ) (k : Fin 3 → ℝ) : ℝ :=
  ∑ i, (n i ⬝ᵥ k) ^ p

/-- The form of degree `p` with weight `a` on the [100] valleys and `b` on the [111] valleys. -/
def cubicForm (a b : ℝ) (p : ℕ) (k : Fin 3 → ℝ) : ℝ :=
  a * valleySum axis100 p k + b * valleySum axis111 p k

/-- A function of the wave vector is isotropic of degree `2m` if it is a constant multiple
of the `2m`-th power of the length of `k`. -/
def IsIsotropic (m : ℕ) (f : (Fin 3 → ℝ) → ℝ) : Prop :=
  ∃ C : ℝ, ∀ k, f k = C * (k ⬝ᵥ k) ^ m

/-- A homogeneous quartic dispersion term with axial symmetry about `n`. -/
def axialQuartic (u v w : ℝ) (n k : Fin 3 → ℝ) : ℝ :=
  u * (k ⬝ᵥ k) ^ 2 + v * (k ⬝ᵥ k) * (n ⬝ᵥ k) ^ 2 + w * (n ⬝ᵥ k) ^ 4

/-- The [111] axes have unit length. -/
theorem axis111_unit (i : Fin 4) : axis111 i ⬝ᵥ axis111 i = 1 := by
  have hd : diagonal i ⬝ᵥ diagonal i = 3 := by
    fin_cases i <;> simp [diagonal, dotProduct, Fin.sum_univ_three] <;> norm_num
  have h : (Real.sqrt 3)⁻¹ * (Real.sqrt 3)⁻¹ = 1 / 3 := by
    rw [← mul_inv, Real.mul_self_sqrt (by norm_num)]
    norm_num
  simp only [axis111, smul_dotProduct, dotProduct_smul, smul_eq_mul, hd]
  linear_combination 3 * h

lemma dot_self (k : Fin 3 → ℝ) : k ⬝ᵥ k = k 0 ^ 2 + k 1 ^ 2 + k 2 ^ 2 := by
  simp only [dotProduct, Fin.sum_univ_three]
  ring

/-- The [100] valley sum in Cartesian components. -/
theorem valleySum_100 (p : ℕ) (k : Fin 3 → ℝ) :
    valleySum axis100 p k = k 0 ^ p + k 1 ^ p + k 2 ^ p := by
  simp [valleySum, axis100, dotProduct, Fin.sum_univ_three]

/-- The [111] valley sum of even degree in Cartesian components. -/
theorem valleySum_111 (p : ℕ) (k : Fin 3 → ℝ) :
    valleySum axis111 (2 * p) k =
      ((k 0 + k 1 + k 2) ^ (2 * p) + (k 0 + k 1 - k 2) ^ (2 * p)
        + (k 0 - k 1 + k 2) ^ (2 * p) + (-k 0 + k 1 + k 2) ^ (2 * p)) / 3 ^ p := by
  -- the normalisation of the axes gives the factor 3 ^ p
  have h : ∀ s : ℝ, ((Real.sqrt 3)⁻¹ * s) ^ (2 * p) = s ^ (2 * p) / 3 ^ p := by
    intro s
    rw [mul_pow, inv_pow, pow_mul (Real.sqrt 3) 2 p,
      Real.sq_sqrt (by norm_num : (0 : ℝ) ≤ 3), div_eq_inv_mul]
  have d0 : diagonal 0 ⬝ᵥ k = k 0 + k 1 + k 2 := by
    simp [diagonal, dotProduct, Fin.sum_univ_three]
  have d1 : diagonal 1 ⬝ᵥ k = k 0 + k 1 - k 2 := by
    simp [diagonal, dotProduct, Fin.sum_univ_three, sub_eq_add_neg]
  have d2 : diagonal 2 ⬝ᵥ k = k 0 - k 1 + k 2 := by
    simp [diagonal, dotProduct, Fin.sum_univ_three, sub_eq_add_neg]
  have d3 : diagonal 3 ⬝ᵥ k = -k 0 + k 1 + k 2 := by
    simp [diagonal, dotProduct, Fin.sum_univ_three]
  simp only [valleySum, axis111, smul_dotProduct, smul_eq_mul, h, Fin.sum_univ_four,
    d0, d1, d2, d3, add_div]

/-- The quartic form splits into a multiple of the fourth power of the length of `k` and a
multiple of the sum of the fourth powers of its components. -/
theorem cubicForm_four (a b : ℝ) (k : Fin 3 → ℝ) :
    cubicForm a b 4 k = 4 * b / 3 * (k ⬝ᵥ k) ^ 2
      + (a - 8 * b / 9) * (k 0 ^ 4 + k 1 ^ 4 + k 2 ^ 4) := by
  have h : valleySum axis111 4 k = _ := valleySum_111 2 k
  rw [cubicForm, h, valleySum_100, dot_self]
  ring

/-- The quartic form with weights `a` on the [100] axes and `b` on the [111] axes is a constant
multiple of the fourth power of the length of `k` exactly when `9a = 8b`. -/
theorem quartic_isotropic_iff (a b : ℝ) :
    IsIsotropic 2 (cubicForm a b 4) ↔ 9 * a = 8 * b := by
  constructor
  · rintro ⟨C, hC⟩
    have key : ∀ x y z : ℝ, 4 * b / 3 * (x ^ 2 + y ^ 2 + z ^ 2) ^ 2
        + (a - 8 * b / 9) * (x ^ 4 + y ^ 4 + z ^ 4) = C * (x ^ 2 + y ^ 2 + z ^ 2) ^ 2 := by
      intro x y z
      have h := hC ![x, y, z]
      rw [cubicForm_four, dot_self] at h
      exact h
    -- compare a cube edge with a body diagonal
    linear_combination (27 / 2) * key 1 0 0 - (3 / 2) * key 1 1 1
  · intro h
    refine ⟨4 * b / 3, fun k => ?_⟩
    rw [cubicForm_four]
    linear_combination ((k 0 ^ 4 + k 1 ^ 4 + k 2 ^ 4) / 9) * h

lemma sum_axialQuartic {m : ℕ} (n : Fin m → Fin 3 → ℝ) (u v w : ℝ) (k : Fin 3 → ℝ) :
    ∑ i, axialQuartic u v w (n i) k = m * (u * (k ⬝ᵥ k) ^ 2)
      + v * (k ⬝ᵥ k) * valleySum n 2 k + w * valleySum n 4 k := by
  simp only [axialQuartic, valleySum, Finset.sum_add_distrib, Finset.mul_sum,
    Finset.sum_const, Finset.card_univ, Fintype.card_fin, nsmul_eq_mul]

/-- For [100] and [111] valleys with general axially symmetric quartic dispersions, the total
is isotropic exactly when the coefficients of the fourth powers of the axial components
satisfy `9w = 8w'`. -/
theorem axial_valleys_isotropic_iff (u v w u' v' w' : ℝ) :
    IsIsotropic 2 (fun k => ∑ i, axialQuartic u v w (axis100 i) k
      + ∑ i, axialQuartic u' v' w' (axis111 i) k) ↔ 9 * w = 8 * w' := by
  rw [← quartic_isotropic_iff]
  -- the remaining terms only shift the isotropic constant
  have split : ∀ k : Fin 3 → ℝ, ∑ i, axialQuartic u v w (axis100 i) k
      + ∑ i, axialQuartic u' v' w' (axis111 i) k
      = (3 * u + v + 4 * u' + 4 / 3 * v') * (k ⬝ᵥ k) ^ 2 + cubicForm w w' 4 k := by
    intro k
    have h : valleySum axis111 2 k = 4 / 3 * (k ⬝ᵥ k) := by
      have h' : valleySum axis111 2 k = _ := valleySum_111 1 k
      rw [h', dot_self]
      ring
    have h0 : valleySum axis100 2 k = k ⬝ᵥ k := by
      rw [valleySum_100, dot_self]
    rw [sum_axialQuartic, sum_axialQuartic, h, h0, cubicForm]
    push_cast
    ring
  constructor
  · rintro ⟨C, hC⟩
    refine ⟨C - (3 * u + v + 4 * u' + 4 / 3 * v'), fun k => ?_⟩
    linear_combination hC k - split k
  · rintro ⟨C, hC⟩
    refine ⟨C + (3 * u + v + 4 * u' + 4 / 3 * v'), fun k => ?_⟩
    linear_combination hC k + split k

/-- With common weights, the quartic and the sextic valley forms are both isotropic only
when both weights vanish. -/
theorem quartic_and_sextic_isotropic_iff (a b : ℝ) :
    (IsIsotropic 2 (cubicForm a b 4) ∧ IsIsotropic 3 (cubicForm a b 6)) ↔ a = 0 ∧ b = 0 := by
  constructor
  · rintro ⟨h4, C, hC⟩
    rw [quartic_isotropic_iff] at h4
    have key : ∀ x y z : ℝ, a * (x ^ 6 + y ^ 6 + z ^ 6)
        + b * (((x + y + z) ^ 6 + (x + y - z) ^ 6 + (x - y + z) ^ 6
          + (-x + y + z) ^ 6) / 3 ^ 3) = C * (x ^ 2 + y ^ 2 + z ^ 2) ^ 3 := by
      intro x y z
      have h := hC ![x, y, z]
      have h' : valleySum axis111 6 ![x, y, z] = _ := valleySum_111 3 ![x, y, z]
      rw [cubicForm, h', valleySum_100, dot_self] at h
      exact h
    -- a necessary condition at sixth order, from the edge and the body diagonal
    have h6 : 27 * a = 26 * b := by
      linear_combination (243 / 8) * key 1 0 0 - (9 / 8) * key 1 1 1
    constructor <;> linarith
  · rintro ⟨rfl, rfl⟩
    exact ⟨⟨0, fun k => by simp [cubicForm]⟩, ⟨0, fun k => by simp [cubicForm]⟩⟩

end

end QuarticValleyAnisotropy
```

```lean
#print axioms QuarticValleyAnisotropy.axis111_unit
#print axioms QuarticValleyAnisotropy.quartic_isotropic_iff
#print axioms QuarticValleyAnisotropy.axial_valleys_isotropic_iff
#print axioms QuarticValleyAnisotropy.quartic_and_sextic_isotropic_iff
```

```
'QuarticValleyAnisotropy.axis111_unit' depends on axioms: [propext, Classical.choice, Quot.sound]
'QuarticValleyAnisotropy.quartic_isotropic_iff' depends on axioms: [propext, Classical.choice, Quot.sound]
'QuarticValleyAnisotropy.axial_valleys_isotropic_iff' depends on axioms: [propext, Classical.choice, Quot.sound]
'QuarticValleyAnisotropy.quartic_and_sextic_isotropic_iff' depends on axioms: [propext, Classical.choice, Quot.sound]
```

## How the proof follows the calculation

`axis111_unit` confirms the normalisation. `valleySum_100` and `valleySum_111` write the sums in components, the latter for every even power \(2p\), with the divisor \(3^p\) coming from the normalisation. `cubicForm_four` is the decomposition of \(Q\) into \(|k|^4\) and \(S\), which `ring` verifies.

In `quartic_isotropic_iff`, necessity evaluates the assumed identity at \((1,0,0)\) and \((1,1,1)\). The second vector has length \(\sqrt3\), so its right-hand side is \(9C\); the coefficients in `linear_combination` eliminate \(C\) and leave \(9a=8b\). Sufficiency supplies \(C=4b/3\).

For general valleys, `sum_axialQuartic` separates the three terms and `split` collects the isotropic ones. Moving their coefficient into or out of \(C\) reduces the claim to the main theorem.

The last theorem repeats the two-direction comparison at sixth order to obtain `h6`, and `linarith` combines it with the quartic condition. Conversely, zero weights give the zero form, which is isotropic with \(C=0\).
